# The inhomogeneous master equation can drive an empty level's population negative

In the relaxation equation $p' = W(p-q)$, no empty level is drained, for any probability vector $p$, exactly when $(Wq)_i \le W_{ij}$ for all $i \ne j$. Here $p$ holds the populations of finitely many spin levels, $W_{ij}$ with $i\ne j$ is the transition rate from level $j$ to level $i$, $-W_{jj}$ is the total rate out of level $j$, and $q$ holds the imposed equilibrium populations. If the inequality fails for some pair, the equation predicts, for a spin system prepared entirely in level $j$, a negative population in level $i$ immediately afterwards.

The equation arises in NMR when the lattice is treated classically. Upward and downward rates then come out equal, and $p' = Wp$ would equalise the populations of all levels connected by transitions. Replacing $p$ by $p-q$ makes the thermal populations stationary, but it also adds the constant term $-Wq$, which acts on a level even when that level is empty.

## Draining an empty level

For initial populations $p_0$, put $x(t) = q + e^{tW}(p_0-q)$. Then $x(0)=p_0$ and
$$x'(t) = We^{tW}(p_0-q) = W(x(t)-q),$$
so $x$ solves the equation.

Put all population in level $j$, so that $p=e_j$, the $j$-th unit vector. The rate in level $i$ is
$$[W(e_j-q)]_i = W_{ij}-(Wq)_i .$$
For $i\neq j$ level $i$ is empty, so the absence of draining requires $(Wq)_i\le W_{ij}$. Conversely, assume these inequalities and let $p$ be a probability vector with $p_i=0$. Then
$$(Wp)_i=\sum_{j\ne i}W_{ij}p_j\ \ge\ (Wq)_i\sum_{j\ne i}p_j=(Wq)_i ,$$
and the rate $(Wp)_i-(Wq)_i$ is nonnegative.

If $x_i(0)=0$ and $x_i'(0)<0$, then $x_i(t)/t\to x_i'(0)<0$ as $t\to0^+$, so $x_i(t)<0$ at all sufficiently small positive times.

## Missing transitions and the three-level chain

Let the columns of $W$ sum to zero, which expresses conservation of total population. Then
$$\sum_i(Wq)_i=\sum_j q_j\sum_i W_{ij}=0 .$$
If $Wq\neq0$, some entry $(Wq)_i$ is positive. If level $i$ also lacks a direct transition from some other level $j$, then $W_{ij}=0<(Wq)_i$, and positivity is violated.

Two levels behave differently. Number them 0 and 1 and write $a=W_{01}\ge0$, $b=W_{10}\ge0$. Zero column sums give $W_{00}=-b$ and $W_{11}=-a$. For a probability vector $q$,
$$(Wq)_0=a-(a+b)q_0\le a,\qquad (Wq)_1=b-(a+b)q_1\le b ,$$
so no empty level is drained.

For three levels 0, 1, 2 with unit rates between neighbours, take $q=(1/6,1/2,1/3)$ and $p=(0,0,1)$. Then $(Wp)_0=0$ and $(Wq)_0=-1/6+1/2=1/3$, so the population of level 0 initially changes at the rate $-1/3$. This $q$ is far more polarised than a typical NMR equilibrium, and its middle level is the most populated, which does not happen in the thermal state of a Zeeman ladder. Neither feature is essential: where $W_{ij}=0$ any positive $(Wq)_i$, however small, also gives a negative population, and for a Zeeman ladder with these rates the least populated end level has such a positive entry.

## The equation and its trajectory in Lean

The levels form an arbitrary finite type `n`, and populations are real functions on it.

```lean
import Mathlib

open Matrix Filter Topology

namespace InhomogeneousMasterEquation

noncomputable section

attribute [local instance] Matrix.linftyOpNormedRing Matrix.linftyOpNormedAlgebra

variable {n : Type*} [Fintype n] [DecidableEq n]
```

The predicate `IsProb` is imposed only where a theorem asks for it.

```lean
/-- Populations form a probability vector: they are nonnegative and sum to one. -/
def IsProb {m : Type*} [Fintype m] (p : m → ℝ) : Prop :=
  (∀ i, 0 ≤ p i) ∧ ∑ i, p i = 1
```

The rate matrix is any real square matrix; conditions on signs and column sums are stated as hypotheses where they are used, and symmetry is never assumed. Coherences are absent: that the populations of a real spin system obey a closed equation of this form, with constant $W$, is assumed.

```lean
/-- Right-hand side `W (p - q)` of the inhomogeneous master equation, with rate matrix `W`
and imposed equilibrium populations `q`. -/
def imeRate {m : Type*} [Fintype m] (W : Matrix m m ℝ) (q p : m → ℝ) : m → ℝ :=
  W *ᵥ (p - q)
```

The trajectory is given by its explicit formula, with `p₀` as the initial populations.

```lean
/-- The trajectory `q + exp(t W) (p₀ - q)` with initial populations `p₀`. -/
def imeSolution (W : Matrix n n ℝ) (q p₀ : n → ℝ) (t : ℝ) : n → ℝ :=
  q + NormedSpace.exp (t • W) *ᵥ (p₀ - q)
```

The next two theorems justify that formula. At time zero the exponential is the identity matrix.

```lean
/-- The trajectory starts at the populations `p₀`. -/
theorem imeSolution_zero (W : Matrix n n ℝ) (q p₀ : n → ℝ) :
    imeSolution W q p₀ 0 = p₀ := by
  unfold imeSolution
  rw [zero_smul, NormedSpace.exp_zero, Matrix.one_mulVec]
  abel
```

For the derivative, `L` is the linear map $M\mapsto M(p_0-q)$. Composing it with the derivative of the matrix exponential gives $We^{tW}(p_0-q)$, and the last lines recognise this as the right-hand side of the equation.

```lean
/-- The trajectory solves the inhomogeneous master equation `p' = W (p - q)` at all times. -/
theorem imeSolution_hasDerivAt (W : Matrix n n ℝ) (q p₀ : n → ℝ) (t : ℝ) :
    HasDerivAt (imeSolution W q p₀) (imeRate W q (imeSolution W q p₀ t)) t := by
  -- applying a matrix to a fixed vector is a continuous linear map
  let L : Matrix n n ℝ →ₗ[ℝ] (n → ℝ) :=
    { toFun := fun M => M *ᵥ (p₀ - q)
      map_add' := fun A B => Matrix.add_mulVec A B _
      map_smul' := fun c A => by
        ext i
        simp [Matrix.mulVec, dotProduct, Finset.mul_sum, mul_assoc] }
  have h := (LinearMap.toContinuousLinearMap L).hasFDerivAt.comp_hasDerivAt t
    (hasDerivAt_exp_smul_const' W t)
  have h2 : HasDerivAt (fun s : ℝ => q + NormedSpace.exp (s • W) *ᵥ (p₀ - q))
      ((W * NormedSpace.exp (t • W)) *ᵥ (p₀ - q)) t := h.const_add q
  refine h2.congr_deriv ?_
  unfold imeRate imeSolution
  rw [add_sub_cancel_left, Matrix.mulVec_mulVec]
```

## The criterion for empty levels

`Pi.single j 1` is the unit vector $e_j$.

```lean
/-- With all population in level `j`, the population of level `i` changes at the rate
`W i j - (W q) i`. -/
theorem imeRate_single (W : Matrix n n ℝ) (q : n → ℝ) (i j : n) :
    imeRate W q (Pi.single j 1) i = W i j - (W *ᵥ q) i := by
  unfold imeRate
  rw [Matrix.mulVec_sub, Pi.sub_apply]
  simp
```

The forward direction of the equivalence tests the assumption on $e_j$. The reverse direction is the averaging argument: `h1` sums $(Wq)_i\,p_j\le W_{ij}\,p_j$ over all $j$, and the term $j=i$ is harmless because $p_i=0$. The theorem concerns the instantaneous rate, not the whole later trajectory.

```lean
/-- No empty level is drained, whatever the probability vector, exactly when each transition
rate `W i j` between distinct levels is at least `(W q) i`. -/
theorem no_draining_iff (W : Matrix n n ℝ) (q : n → ℝ) :
    (∀ p, IsProb p → ∀ i, p i = 0 → 0 ≤ imeRate W q p i) ↔
      ∀ i j, i ≠ j → (W *ᵥ q) i ≤ W i j := by
  constructor
  · intro h i j hij
    -- test on the state with all population in level j
    have hp : IsProb (Pi.single j 1 : n → ℝ) := by
      refine ⟨fun k => ?_, by simp⟩
      by_cases hk : k = j
      · subst hk
        simp
      · simp [Pi.single_eq_of_ne hk]
    have h1 := h _ hp i (Pi.single_eq_of_ne hij 1)
    rw [imeRate_single] at h1
    linarith
  · intro h p hp i hi
    -- average the inequality over the populations
    have h1 : ∑ j, (W *ᵥ q) i * p j ≤ ∑ j, W i j * p j := by
      refine Finset.sum_le_sum fun j _ => ?_
      by_cases hij : i = j
      · subst hij
        simp [hi]
      · exact mul_le_mul_of_nonneg_right (h i j hij) (hp.1 j)
    rw [← Finset.mul_sum, hp.2, mul_one] at h1
    have h2 : (W *ᵥ p) i = ∑ j, W i j * p j := rfl
    unfold imeRate
    rw [Matrix.mulVec_sub, Pi.sub_apply, h2]
    linarith
```

## From a negative rate to a negative population

The expression `∀ᶠ t in 𝓝[>] (0 : ℝ)` means "for all $t$ in some interval $0<t<\varepsilon$". The proof takes component `i` of the derivative, notes that the difference quotient is eventually negative, and concludes that its numerator is negative because $t>0$.

```lean
/-- If a level is initially empty and its initial rate of change is negative, its population
is negative at all sufficiently small positive times. -/
theorem eventually_negative (W : Matrix n n ℝ) (q p₀ : n → ℝ) (i : n)
    (h0 : p₀ i = 0) (hr : imeRate W q p₀ i < 0) :
    ∀ᶠ t in 𝓝[>] (0 : ℝ), imeSolution W q p₀ t i < 0 := by
  have hd := hasDerivAt_pi.1 (imeSolution_hasDerivAt W q p₀ 0) i
  rw [imeSolution_zero] at hd
  -- the difference quotient is negative close to time zero
  have hs := (hd.tendsto_slope.eventually (gt_mem_nhds hr)).filter_mono
    (nhdsWithin_mono (0 : ℝ) (fun t (ht : 0 < t) => ne_of_gt ht))
  filter_upwards [hs, self_mem_nhdsWithin] with t ht hpos
  have hpos' : (0 : ℝ) < t := hpos
  rw [slope_def_field, imeSolution_zero, h0, sub_zero, sub_zero] at ht
  by_contra hc
  exact absurd ht (not_lt_of_ge (div_nonneg (not_lt.1 hc) hpos'.le))
```

Combining this with the rate for $e_j$ gives the violation for any pair that fails the criterion.

```lean
/-- If `W i j < (W q) i` for distinct levels, then starting with all population in level `j`
the population of level `i` is negative at all sufficiently small positive times. -/
theorem positivity_violation (W : Matrix n n ℝ) (q : n → ℝ) {i j : n} (hij : i ≠ j)
    (h : W i j < (W *ᵥ q) i) :
    ∀ᶠ t in 𝓝[>] (0 : ℝ), imeSolution W q (Pi.single j 1) t i < 0 := by
  refine eventually_negative W q _ i (Pi.single_eq_of_ne hij 1) ?_
  rw [imeRate_single]
  linarith
```

In the next theorem `hcol` is conservation of population, `hq` says that $q$ is not stationary under $W$ alone, and `hsel` represents selection rules: every level has some other level from which it cannot be reached directly. A chain with transitions only between neighbours satisfies `hsel` from four levels on; in the three-level chain the middle level is reached from both ends, so that example is treated separately below. With two levels these hypotheses exclude one another, since `hsel` and `hcol` would force $W=0$. The proof finds the positive entry of $Wq$ by contradiction: nonpositive numbers with sum zero all vanish.

```lean
/-- Let `W` have zero column sums and let `q` not be stationary under `W`. If every level
lacks a direct transition from some other level, then some state with all population in one
level evolves to a negative population in another. -/
theorem selection_rules_violate_positivity (W : Matrix n n ℝ) (q : n → ℝ)
    (hcol : ∀ j, ∑ i, W i j = 0) (hq : W *ᵥ q ≠ 0)
    (hsel : ∀ i, ∃ j, i ≠ j ∧ W i j = 0) :
    ∃ i j, i ≠ j ∧ ∀ᶠ t in 𝓝[>] (0 : ℝ), imeSolution W q (Pi.single j 1) t i < 0 := by
  have hsum : ∑ i, (W *ᵥ q) i = 0 := by
    simp only [Matrix.mulVec, dotProduct]
    rw [Finset.sum_comm]
    simp [← Finset.sum_mul, hcol]
  -- the entries of W q sum to zero and do not all vanish, so one is positive
  have hpos : ∃ i, 0 < (W *ᵥ q) i := by
    by_contra hc
    push Not at hc
    apply hq
    funext i
    exact (Finset.sum_eq_zero_iff_of_nonpos (fun k _ => hc k)).1 hsum i (Finset.mem_univ i)
  obtain ⟨i, hi⟩ := hpos
  obtain ⟨j, hij, hW⟩ := hsel i
  exact ⟨i, j, hij, positivity_violation W q hij (by rw [hW]; exact hi)⟩
```

## Two levels and three

For two levels the equivalence reduces the claim to two inequalities, which the proof names `a` and `b` (they are not the rates $a$ and $b$ used above). Column sums eliminate the diagonal entries, normalisation eliminates one component of $q$, and `nlinarith` uses the nonnegative products of rates and populations.

```lean
/-- For two levels with nonnegative transition rates, zero column sums and a probability
vector `q`, an empty level is never drained. -/
theorem two_level_no_draining (W : Matrix (Fin 2) (Fin 2) ℝ) (q : Fin 2 → ℝ)
    (h01 : 0 ≤ W 0 1) (h10 : 0 ≤ W 1 0) (hcol : ∀ j, ∑ i, W i j = 0) (hq : IsProb q) :
    ∀ p, IsProb p → ∀ i, p i = 0 → 0 ≤ imeRate W q p i := by
  rw [no_draining_iff]
  have c0 := hcol 0
  have c1 := hcol 1
  have hs := hq.2
  rw [Fin.sum_univ_two] at c0 c1 hs
  have e0 : W 0 0 = -W 1 0 := by linarith
  have e1 : W 1 1 = -W 0 1 := by linarith
  have a : W 0 0 * q 0 + W 0 1 * q 1 ≤ W 0 1 := by
    have e : q 1 = 1 - q 0 := by linarith
    rw [e0, e]
    nlinarith [mul_nonneg h01 (hq.1 0), mul_nonneg h10 (hq.1 0)]
  have b : W 1 0 * q 0 + W 1 1 * q 1 ≤ W 1 0 := by
    have e : q 0 = 1 - q 1 := by linarith
    rw [e1, e]
    nlinarith [mul_nonneg h01 (hq.1 1), mul_nonneg h10 (hq.1 1)]
  simpa [Fin.forall_fin_two, Matrix.mulVec, dotProduct, Fin.sum_univ_two] using And.intro a b
```

The chain can be read as a spin 1 relaxing only through single-quantum transitions of equal rate.

```lean
/-- The symmetric three-level chain with unit rates between neighbouring levels. -/
def chain : Matrix (Fin 3) (Fin 3) ℝ := !![-1, 1, 0; 1, -2, 1; 0, 1, -1]
```

The final theorem evaluates the rate in level `0` and passes it to `eventually_negative`. For simulations that add a thermal correction of this kind to a finite-level population model, it shows that a negative population can be a property of the equation itself and need not come from the integrator.

```lean
/-- For the unit-rate chain with `q = (1/6, 1/2, 1/3)` and all population in the third level,
the first level has initial rate `-1/3`, and its population is negative at all sufficiently
small positive times. -/
theorem chain_violates_positivity :
    imeRate chain ![1/6, 1/2, 1/3] ![0, 0, 1] 0 = -1/3 ∧
      ∀ᶠ t in 𝓝[>] (0 : ℝ), imeSolution chain ![1/6, 1/2, 1/3] ![0, 0, 1] t 0 < 0 := by
  have h : imeRate chain ![1/6, 1/2, 1/3] ![0, 0, 1] 0 = -1/3 := by
    norm_num [imeRate, chain, Matrix.mulVec, dotProduct, Fin.sum_univ_succ]
  refine ⟨h, eventually_negative _ _ _ 0 (by simp) ?_⟩
  rw [h]
  norm_num

end

end InhomogeneousMasterEquation
```

```lean
#print axioms InhomogeneousMasterEquation.eventually_negative
-- 'InhomogeneousMasterEquation.eventually_negative' depends on axioms: [propext, Classical.choice, Quot.sound]
#print axioms InhomogeneousMasterEquation.selection_rules_violate_positivity
-- 'InhomogeneousMasterEquation.selection_rules_violate_positivity' depends on axioms: [propext, Classical.choice, Quot.sound]
#print axioms InhomogeneousMasterEquation.two_level_no_draining
-- 'InhomogeneousMasterEquation.two_level_no_draining' depends on axioms: [propext, Classical.choice, Quot.sound]
#print axioms InhomogeneousMasterEquation.chain_violates_positivity
-- 'InhomogeneousMasterEquation.chain_violates_positivity' depends on axioms: [propext, Classical.choice, Quot.sound]
```
